# Dirac and ZORA energies of one-electron mercury with a point nucleus, to within 0.5 hartree

**Q.** Before I use a ZORA program on mercury compounds, I run it on the ion Hg⁷⁹⁺ with a point nucleus and compare the core eigenvalues with reference numbers. You tell me to expect −3899 hartree for 1s, although the Dirac value is −3532. Why should I believe that a formal proof is about those two equations?

**A.** Start with the equations. In atomic units, with the rest energy subtracted, both radial problems read

$$P'=-\frac{\kappa}{r}P+\frac{M+Z/r}{c}\,Q,\qquad Q'=\frac{\kappa}{r}Q-\frac{E+Z/r}{c}\,P .$$

Here $P$ and $Q$ are $r$ times the large and small radial components, $\kappa$ is the relativistic angular quantum number, $Z$ the nuclear charge and $c$ the speed of light. $E$ is the energy of the state. The letter $M$ is an energy too, not a mass: $2c^2+E$ for Dirac, $2c^2$ for unscaled ZORA. In ZORA, $Q$ is an auxiliary function: eliminating it leaves the usual equation for $P$ alone, with the factor $c^2/(2c^2+Z/r)$ in the kinetic operator. So expect −3899 only from a program that prints unscaled energies and puts the bare $-Z/r$ into the ZORA kinetic operator; a model potential there, or scaled energies, would change the number.

```lean
import Mathlib

open Filter Topology

namespace ZoraHydrogenic

noncomputable section

/-- A bound state of the radial system with kinetic constant `M`, energy `E` and potential `-Z/r`:
`P` and `Q` solve it for `r > 0`, vanish at the nucleus and at infinity, and `P` is not zero.
The domain is `c ≠ 0`. -/
structure RadialBound (c Z κ M E : ℝ) (P Q : ℝ → ℝ) : Prop where
  large : ∀ r, 0 < r → HasDerivAt P (-(κ / r) * P r + (M + Z / r) / c * Q r) r
  small : ∀ r, 0 < r → HasDerivAt Q (κ / r * Q r - (E + Z / r) / c * P r) r
  nonzero : ∃ r, 0 < r ∧ P r ≠ 0
  large_nucleus : Tendsto P (𝓝[>] 0) (𝓝 0)
  small_nucleus : Tendsto Q (𝓝[>] 0) (𝓝 0)
  large_infinity : Tendsto P atTop (𝓝 0)
  small_infinity : Tendsto Q atTop (𝓝 0)

/-- `E` is a Dirac level, rest energy subtracted: the kinetic constant is `2c² + E`. -/
def IsDiracLevel (c Z κ E : ℝ) : Prop :=
  ∃ P Q, RadialBound c Z κ (2 * c ^ 2 + E) E P Q

/-- `E` is a ZORA level: the kinetic constant is `2c²`, without the energy. -/
def IsZoraLevel (c Z κ E : ℝ) : Prop :=
  ∃ P Q, RadialBound c Z κ (2 * c ^ 2) E P Q
```

**Q.** What counts as a bound state there?

**A.** `RadialBound` asks for both equations at every $r>0$, a $P$ that is not identically zero there, and both components tending to zero at the nucleus and at infinity. A level is an energy for which such a pair exists. No normalisation is imposed, and the energy does not depend on it. What you must supply yourself is the angular separation that leads from the three-dimensional equations to this radial system.

The closed energies are definitions, so they still have to be shown to be levels. In them $k$ stands for $|\kappa|$, not for the principal quantum number.

```lean
/-- The ZORA image `2c²E/(2c² + E)` of a Dirac energy, for `2c² + E ≠ 0`. -/
def zoraImage (c E : ℝ) : ℝ := 2 * c ^ 2 * E / (2 * c ^ 2 + E)

/-- The energy `c²(√(1 - Z²/(k²c²)) - 1)`, for `k` and `c` nonzero and `Z² ≤ k²c²`. -/
def nodelessEnergy (c Z k : ℝ) : ℝ := c ^ 2 * (√(1 - Z ^ 2 / (k ^ 2 * c ^ 2)) - 1)

/-- The energy `c²(√((1 + g)/2) - 1)` with `g = √(1 - Z²/c²)`, for `c ≠ 0` and `Z² ≤ c²`. -/
def secondShellEnergy (c Z : ℝ) : ℝ := c ^ 2 * (√((1 + √(1 - Z ^ 2 / c ^ 2)) / 2) - 1)
```

**Q.** Then derive them.

**A.** Try $P=r^g e^{-\mu r}(p_0+p_1r)$ and $Q=r^g e^{-\mu r}(q_0+q_1r)$. Matching powers of $r$ gives three pairs of relations:

$$c(g+\kappa)p_0=Zq_0,\qquad c(g-\kappa)q_0=-Zp_0,$$
$$c[(g+1+\kappa)p_1-\mu p_0]=Mq_0+Zq_1,\qquad c[(g+1-\kappa)q_1-\mu q_0]=-Ep_0-Zp_1,$$
$$-c\mu p_1=Mq_1,\qquad c\mu q_1=Ep_1 .$$

The first pair forces $g^2=\kappa^2-Z^2/c^2$.

In Lean, `wave_deriv` is the product rule. `wave_boundary` uses continuity at the nucleus for $g>0$ and exponential decay at infinity for $\mu>0$. For each of the two equations, `wave_bound` then combines three relations with weights $1$, $r$ and $\pm r^2$, and multiplies the result by the common factor $r^g e^{-\mu r}$; the `linear_combination` lines do this. Since $p_0\neq0$, the polynomial in $P$ cannot vanish at both $r=1$ and $r=2$.

```lean
/-- A radial function: a power times a decaying exponential times a linear polynomial. -/
def wave (g μ a b r : ℝ) : ℝ := r ^ g * Real.exp (-μ * r) * (a + b * r)

/-- The radial derivative of `wave` away from the nucleus. -/
theorem wave_deriv (g μ a b : ℝ) {r : ℝ} (hr : 0 < r) :
    HasDerivAt (wave g μ a b)
      (r ^ g * Real.exp (-μ * r) * ((g / r - μ) * (a + b * r) + b)) r := by
  have h1 := Real.hasDerivAt_rpow_const (x := r) (p := g) (Or.inl hr.ne')
  rw [Real.rpow_sub_one hr.ne'] at h1
  have h2 : HasDerivAt (fun x : ℝ => Real.exp (-μ * x)) (Real.exp (-μ * r) * -μ) r := by
    simpa using ((hasDerivAt_id r).const_mul (-μ)).exp
  have h3 : HasDerivAt (fun x : ℝ => a + b * x) b r := by
    simpa using ((hasDerivAt_id r).const_mul b).const_add a
  exact ((h1.fun_mul h2).fun_mul h3).congr_deriv (by ring)

/-- For positive `g` and `μ`, `wave` vanishes at the nucleus and at infinity. -/
theorem wave_boundary {g μ : ℝ} (hg : 0 < g) (hμ : 0 < μ) (a b : ℝ) :
    Tendsto (wave g μ a b) (𝓝[>] 0) (𝓝 0) ∧ Tendsto (wave g μ a b) atTop (𝓝 0) := by
  constructor
  · have hc : Continuous (wave g μ a b) := by
      unfold wave
      exact ((continuous_id.rpow_const (fun _ => Or.inr hg.le)).mul (by fun_prop)).mul
        (by fun_prop)
    exact (hc.tendsto' 0 0 (by simp [wave, Real.zero_rpow hg.ne'])).mono_left
      nhdsWithin_le_nhds
  · have h := ((tendsto_rpow_mul_exp_neg_mul_atTop_nhds_zero g μ hμ).const_mul a).add
      ((tendsto_rpow_mul_exp_neg_mul_atTop_nhds_zero (g + 1) μ hμ).const_mul b)
    rw [mul_zero, mul_zero, add_zero] at h
    refine h.congr' ?_
    filter_upwards [eventually_gt_atTop 0] with r hr
    rw [Real.rpow_add_one hr.ne', wave]
    ring

/-- Two `wave` functions form a bound state if `c`, `g`, `μ` are positive, `p₀` is nonzero and
the coefficients match at each power of the radius. -/
theorem wave_bound {c Z κ M E g μ p₀ p₁ q₀ q₁ : ℝ} (hc : 0 < c) (hg : 0 < g) (hμ : 0 < μ)
    (hp : p₀ ≠ 0) (h1 : c * (g + κ) * p₀ = Z * q₀) (h2 : c * (g - κ) * q₀ = -(Z * p₀))
    (h3 : c * ((g + 1 + κ) * p₁ - μ * p₀) = M * q₀ + Z * q₁)
    (h4 : c * ((g + 1 - κ) * q₁ - μ * q₀) = -(E * p₀) - Z * p₁)
    (h5 : -(c * μ * p₁) = M * q₁) (h6 : c * μ * q₁ = E * p₁) :
    RadialBound c Z κ M E (wave g μ p₀ p₁) (wave g μ q₀ q₁) where
  large r hr := by
    have key : (g / r - μ) * (p₀ + p₁ * r) + p₁ =
        -(κ / r) * (p₀ + p₁ * r) + (M + Z / r) / c * (q₀ + q₁ * r) := by
      field_simp
      linear_combination h1 + r * h3 + r ^ 2 * h5
    refine (wave_deriv g μ p₀ p₁ hr).congr_deriv ?_
    simp only [wave]
    linear_combination (r ^ g * Real.exp (-μ * r)) * key
  small r hr := by
    have key : (g / r - μ) * (q₀ + q₁ * r) + q₁ =
        κ / r * (q₀ + q₁ * r) - (E + Z / r) / c * (p₀ + p₁ * r) := by
      field_simp
      linear_combination h2 + r * h4 - r ^ 2 * h6
    refine (wave_deriv g μ q₀ q₁ hr).congr_deriv ?_
    simp only [wave]
    linear_combination (r ^ g * Real.exp (-μ * r)) * key
  nonzero := by
    -- the linear polynomial cannot vanish at both r = 1 and r = 2
    by_cases h : p₀ + p₁ * 1 = 0
    · refine ⟨2, two_pos, mul_ne_zero (by positivity) fun h' => hp ?_⟩
      linear_combination 2 * h - h'
    · exact ⟨1, one_pos, mul_ne_zero (by positivity) h⟩
  large_nucleus := (wave_boundary hg hμ p₀ p₁).1
  small_nucleus := (wave_boundary hg hμ q₀ q₁).1
  large_infinity := (wave_boundary hg hμ p₀ p₁).2
  small_infinity := (wave_boundary hg hμ q₀ q₁).2
```

**Q.** And 1s and 2p3/2?

**A.** Set $p_1=q_1=0$, $\kappa=-k$ and $E=c^2(s-1)$, so $M=c^2(s+1)$. The middle pair becomes $-c\mu p_0=Mq_0$ and $c\mu q_0=Ep_0$. Hence $\mu^2=c^2(1-s^2)$ and $(q_0/p_0)^2=(1-s)/(1+s)$. Dividing the relations of the first pair gives $(q_0/p_0)^2=(k-g)/(k+g)$, so $g=ks$. Then $k^2s^2=k^2-Z^2/c^2$, which gives $s=\sqrt{1-Z^2/(k^2c^2)}$ and $\mu=Z/k$. The cases $k=1,2$ are 1s and 2p3/2. The proof inserts these values and checks the six relations.

```lean
/-- For `k > 0` and `0 < Z < kc`, `nodelessEnergy` is a Dirac level with `κ = -k`. -/
theorem nodeless_dirac {c Z k : ℝ} (hc : 0 < c) (hk : 0 < k) (hZ : 0 < Z) (hZc : Z < k * c) :
    IsDiracLevel c Z (-k) (nodelessEnergy c Z k) := by
  have hlt : Z ^ 2 / (k ^ 2 * c ^ 2) < 1 := by
    rw [div_lt_one (by positivity), ← mul_pow]
    exact pow_lt_pow_left₀ hZc hZ.le two_ne_zero
  have hs0 := Real.sqrt_pos.mpr (sub_pos.mpr hlt)
  have hs := Real.sq_sqrt (sub_pos.mpr hlt).le
  unfold nodelessEnergy
  generalize √(1 - Z ^ 2 / (k ^ 2 * c ^ 2)) = s at hs0 hs ⊢
  obtain ⟨μ, hμ⟩ : ∃ μ, μ = Z / k := ⟨_, rfl⟩
  have hμ0 : 0 < μ := hμ ▸ div_pos hZ hk
  have hm : μ ^ 2 = c ^ 2 * (1 - s ^ 2) := by
    rw [hμ, hs, sub_sub_cancel]
    field_simp
  have hZμ : Z = k * μ := by rw [hμ]; field_simp
  refine ⟨_, _, wave_bound (g := k * s) (μ := μ) (p₀ := Z) (p₁ := 0)
    (q₀ := c * (k * s - k)) (q₁ := 0) hc (mul_pos hk hs0) hμ0 hZ.ne' ?_ ?_ ?_ ?_ ?_ ?_⟩
  · ring
  · rw [hZμ]; linear_combination k ^ 2 * hm
  · rw [hZμ]; linear_combination (-c * k) * hm
  · rw [hZμ]; ring
  · ring
  · ring
```

**Q.** 2s and 2p1/2 have different $\kappa$. Why one formula?

**A.** Because $\kappa$ cancels. Put $E=c^2(W-1)$ and $M=c^2(W+1)$, with $\kappa^2=1$ and $g=\sqrt{1-Z^2/c^2}$. The last pair gives $\mu^2=c^2(1-W^2)$ and $q_1=-c\mu p_1/M$. Multiply the second middle relation by $c\mu/E$ and add it to the first: $p_0$ and $q_0$ drop out, and dividing by $p_1$, which is nonzero for these states, leaves $\mu(g+1)=ZW$. Squaring, with $Z^2=c^2(1-g^2)$, gives

$$(1-W^2)(1+g)=(1-g)W^2,\qquad W^2=\frac{1+g}{2},\qquad \mu=\frac{Z}{2W}.$$

Either middle relation then fixes $p_1/p_0$. Lean receives explicit coefficients containing $\kappa$ and verifies both signs at once; `hB` ensures that $p_0$ is nonzero.

```lean
/-- For `0 < Z < c`, `secondShellEnergy` is a Dirac level for both `κ = 1` and `κ = -1`. -/
theorem secondShell_dirac {c Z κ : ℝ} (hc : 0 < c) (hZ : 0 < Z) (hZc : Z < c)
    (hκ : κ ^ 2 = 1) : IsDiracLevel c Z κ (secondShellEnergy c Z) := by
  have hlt : Z ^ 2 / c ^ 2 < 1 := by
    rw [div_lt_one (by positivity)]
    exact pow_lt_pow_left₀ hZc hZ.le two_ne_zero
  have hg0 := Real.sqrt_pos.mpr (sub_pos.mpr hlt)
  have hg2 := Real.sq_sqrt (sub_pos.mpr hlt).le
  unfold secondShellEnergy
  generalize √(1 - Z ^ 2 / c ^ 2) = g at hg0 hg2 ⊢
  have hW0 : 0 < √((1 + g) / 2) := Real.sqrt_pos.mpr (by linarith)
  have hW2 : √((1 + g) / 2) ^ 2 = (1 + g) / 2 := Real.sq_sqrt (by linarith)
  generalize √((1 + g) / 2) = W at hW0 hW2 ⊢
  have hg : g = 2 * W ^ 2 - 1 := by linarith
  obtain ⟨μ, hμ⟩ : ∃ μ, μ = Z / (2 * W) := ⟨_, rfl⟩
  have hμ0 : 0 < μ := hμ ▸ div_pos hZ (by linarith)
  have hZμ : Z = 2 * W * μ := by rw [hμ]; field_simp
  have hz : Z ^ 2 = c ^ 2 * (1 - g ^ 2) := by
    rw [hg2, sub_sub_cancel]
    field_simp
  have hm : μ ^ 2 = c ^ 2 * (1 - W ^ 2) := by
    rw [hZμ, hg] at hz
    refine mul_left_cancel₀ (show 4 * W ^ 2 ≠ 0 by positivity) ?_
    linear_combination hz
  have hB : 2 * W + κ ≠ 0 := fun h => by
    have : 4 * W ^ 2 = 1 := by linear_combination (2 * W - κ) * h + hκ
    linarith
  refine ⟨_, _, wave_bound (g := g) (μ := μ) (p₀ := Z * (2 * W + κ))
    (p₁ := c ^ 2 * (1 + W) * (2 * W - 1 + κ)) (q₀ := c * (g + κ) * (2 * W + κ))
    (q₁ := -(c * μ * (2 * W - 1 + κ))) hc hg0 hμ0 (mul_ne_zero hZ.ne' hB) ?_ ?_ ?_ ?_ ?_ ?_⟩
  · ring
  · rw [hZμ, hg]; linear_combination (2 * W + κ) * (4 * W ^ 2 * hm - c ^ 2 * hκ)
  · rw [hZμ, hg]; linear_combination (-2 * W * c) * hm
  · rw [hZμ, hg]; ring
  · ring
  · linear_combination (-c ^ 2 * (2 * W - 1 + κ)) * hm
```

**Q.** Is the ZORA energy formula assumed?

**A.** No, it follows from a change of length scale. Let $\lambda=2c^2/(2c^2+E)$, called `l` in the code, and replace $P(r),Q(r)$ by $P(\lambda r),Q(\lambda r)$. The chain rule multiplies each right-hand side by $\lambda$. Since $\lambda/(\lambda r)=1/r$, the $\kappa/r$ and $Z/r$ terms keep their form, while

$$2c^2+E\to\lambda(2c^2+E)=2c^2,\qquad E\to\lambda E=\frac{2c^2E}{2c^2+E}.$$

That is the ZORA system with the same $\kappa$. The boundary limits survive because $\lambda>0$. The argument uses the pure Coulomb form, so it does not carry over to a screened potential.

```lean
/-- For `c > 0` and `2c² + E > 0`, the ZORA image of a Dirac level in the potential `-Z/r`
is a ZORA level with the same `κ`. -/
theorem zora_of_dirac {c Z κ E : ℝ} (hc : 0 < c) (hE : 0 < 2 * c ^ 2 + E)
    (h : IsDiracLevel c Z κ E) : IsZoraLevel c Z κ (zoraImage c E) := by
  obtain ⟨P, Q, h⟩ := h
  obtain ⟨l, hl⟩ : ∃ l, l = 2 * c ^ 2 / (2 * c ^ 2 + E) := ⟨_, rfl⟩
  have hl0 : 0 < l := hl ▸ div_pos (by positivity) hE
  have hM : l * (2 * c ^ 2 + E) = 2 * c ^ 2 := by rw [hl, div_mul_cancel₀ _ hE.ne']
  have him : zoraImage c E = l * E := by rw [hl, zoraImage]; ring
  have hd (r : ℝ) : HasDerivAt (fun x => l * x) l r := by
    simpa using (hasDerivAt_id r).const_mul l
  have hs (a r : ℝ) : l * (a / (l * r)) = a / r := by
    rw [← mul_div_assoc, mul_div_mul_left _ _ hl0.ne']
  have h0 : Tendsto (fun r => l * r) (𝓝[>] 0) (𝓝[>] 0) := by
    refine tendsto_nhdsWithin_iff.mpr ⟨?_, ?_⟩
    · exact ((continuous_const.mul continuous_id).tendsto' 0 0 (by simp)).mono_left
        nhdsWithin_le_nhds
    · filter_upwards [self_mem_nhdsWithin] with r hr
      exact mul_pos hl0 hr
  have hi : Tendsto (fun r => l * r) atTop atTop := tendsto_id.const_mul_atTop hl0
  rw [him]
  -- dilate the Dirac bound state
  refine ⟨fun r => P (l * r), fun r => Q (l * r), ?_, ?_, ?_, h.large_nucleus.comp h0,
    h.small_nucleus.comp h0, h.large_infinity.comp hi, h.small_infinity.comp hi⟩
  · intro r hr
    refine ((h.large (l * r) (mul_pos hl0 hr)).comp r (hd r)).congr_deriv ?_
    linear_combination (-P (l * r)) * hs κ r + (Q (l * r) / c) * (hM + hs Z r)
  · intro r hr
    refine ((h.small (l * r) (mul_pos hl0 hr)).comp r (hd r)).congr_deriv ?_
    linear_combination Q (l * r) * hs κ r - (P (l * r) / c) * hs Z r
  · obtain ⟨r, hr, hP⟩ := h.nonzero
    refine ⟨r / l, div_pos hr hl0, ?_⟩
    rwa [mul_div_cancel₀ _ hl0.ne']
```

**Q.** Now the numbers.

**A.** The constant `cAu` is the speed of light in atomic units, the inverse fine-structure constant, rounded to 137.036. Comparing squares puts the three roots near 0.8119, 0.9518 and 0.9565. Subtracting 1 and multiplying by $c^2$ gives energy windows 0.2 hartree wide.

```lean
/-- The speed of light in atomic units, rounded to `137.036`. -/
def cAu : ℝ := 137036 / 1000

/-- Narrow windows, in hartree, for `nodelessEnergy` with `k = 1`, `secondShellEnergy`, and
`nodelessEnergy` with `k = 2`, at `Z = 80` and `c = cAu`. -/
theorem dirac_windows :
    (-3532.31 < nodelessEnergy cAu 80 1 ∧ nodelessEnergy cAu 80 1 < -3532.11) ∧
    (-904.96 < secondShellEnergy cAu 80 ∧ secondShellEnergy cAu 80 < -904.76) ∧
    (-817.83 < nodelessEnergy cAu 80 2 ∧ nodelessEnergy cAu 80 2 < -817.63) := by
  have hc (x : ℝ) : cAu ^ 2 * (x - 1) = 18778.865296 * (x - 1) := by
    rw [show cAu ^ 2 = 18778.865296 by norm_num [cAu]]
  have a1 : 0.8119 < √(1 - 80 ^ 2 / (1 ^ 2 * cAu ^ 2)) :=
    (Real.lt_sqrt (by norm_num)).mpr (by norm_num [cAu])
  have a2 : √(1 - 80 ^ 2 / (1 ^ 2 * cAu ^ 2)) < 0.81191 :=
    (Real.sqrt_lt' (by norm_num)).mpr (by norm_num [cAu])
  have g1 : 0.8119 < √(1 - 80 ^ 2 / cAu ^ 2) :=
    (Real.lt_sqrt (by norm_num)).mpr (by norm_num [cAu])
  have g2 : √(1 - 80 ^ 2 / cAu ^ 2) < 0.81191 :=
    (Real.sqrt_lt' (by norm_num)).mpr (by norm_num [cAu])
  have b1 : 0.95181 < √((1 + √(1 - 80 ^ 2 / cAu ^ 2)) / 2) :=
    (Real.lt_sqrt (by norm_num)).mpr (by linarith)
  have b2 : √((1 + √(1 - 80 ^ 2 / cAu ^ 2)) / 2) < 0.95182 :=
    (Real.sqrt_lt' (by norm_num)).mpr (by linarith)
  have d1 : 0.95645 < √(1 - 80 ^ 2 / (2 ^ 2 * cAu ^ 2)) :=
    (Real.lt_sqrt (by norm_num)).mpr (by norm_num [cAu])
  have d2 : √(1 - 80 ^ 2 / (2 ^ 2 * cAu ^ 2)) < 0.95646 :=
    (Real.sqrt_lt' (by norm_num)).mpr (by norm_num [cAu])
  rw [nodelessEnergy, nodelessEnergy, secondShellEnergy, hc, hc, hc]
  refine ⟨⟨?_, ?_⟩, ⟨?_, ?_⟩, ⟨?_, ?_⟩⟩ <;> linarith

/-- At `Z = 80` and `c = cAu`, `nodelessEnergy` with `k = 1`, `secondShellEnergy`, and
`nodelessEnergy` with `k = 2` lie within 0.5 hartree of -3532, -905 and -818. -/
theorem mercury_dirac :
    |nodelessEnergy cAu 80 1 - (-3532)| < 0.5 ∧ |secondShellEnergy cAu 80 - (-905)| < 0.5 ∧
    |nodelessEnergy cAu 80 2 - (-818)| < 0.5 := by
  obtain ⟨⟨a, b⟩, ⟨d, e⟩, ⟨f, g⟩⟩ := dirac_windows
  refine ⟨abs_lt.mpr ⟨?_, ?_⟩, abs_lt.mpr ⟨?_, ?_⟩, abs_lt.mpr ⟨?_, ?_⟩⟩ <;> linarith
```

The three values in `mercury_dirac` belong to 1s, to 2s and 2p1/2, and to 2p3/2. They are Dirac levels by `nodeless_dirac` and `secondShell_dirac`, whose conditions hold because $80<137.036$. `mercury_zora` states both the level property and the values. Its helper `near` clears the positive denominator $2c^2+E$, so the windows suffice.

```lean
/-- At `Z = 80` and `c = cAu`, the ZORA images of `nodelessEnergy` with `k = 1`, of
`secondShellEnergy`, and of `nodelessEnergy` with `k = 2` are ZORA levels for `κ = -1`, for both
`κ = 1` and `κ = -1`, and for `κ = -2`. They lie within 0.5 hartree of -3899, -927 and -836. -/
theorem mercury_zora :
    (IsZoraLevel cAu 80 (-1) (zoraImage cAu (nodelessEnergy cAu 80 1)) ∧
      |zoraImage cAu (nodelessEnergy cAu 80 1) - (-3899)| < 0.5) ∧
    ((∀ κ : ℝ, κ ^ 2 = 1 → IsZoraLevel cAu 80 κ (zoraImage cAu (secondShellEnergy cAu 80))) ∧
      |zoraImage cAu (secondShellEnergy cAu 80) - (-927)| < 0.5) ∧
    (IsZoraLevel cAu 80 (-2) (zoraImage cAu (nodelessEnergy cAu 80 2)) ∧
      |zoraImage cAu (nodelessEnergy cAu 80 2) - (-836)| < 0.5) := by
  obtain ⟨⟨a, b⟩, ⟨d, e⟩, ⟨f, g⟩⟩ := dirac_windows
  have hc : cAu ^ 2 = 18778.865296 := by norm_num [cAu]
  have hc0 : 0 < cAu := by norm_num [cAu]
  have pos {E : ℝ} (h : -4000 < E) : 0 < 2 * cAu ^ 2 + E := by rw [hc]; linarith
  -- clear the positive denominator of the ZORA image
  have near {E x : ℝ} (h : -4000 < E)
      (lo : (x - 0.5) * (2 * 18778.865296 + E) < 2 * 18778.865296 * E)
      (hi : 2 * 18778.865296 * E < (x + 0.5) * (2 * 18778.865296 + E)) :
      |zoraImage cAu E - x| < 0.5 := by
    rw [← hc] at lo hi
    have h1 := (lt_div_iff₀ (pos h)).mpr lo
    have h2 := (div_lt_iff₀ (pos h)).mpr hi
    unfold zoraImage
    exact abs_lt.mpr ⟨by linarith, by linarith⟩
  refine ⟨⟨?_, ?_⟩, ⟨?_, ?_⟩, ⟨?_, ?_⟩⟩
  · exact zora_of_dirac hc0 (pos (by linarith))
      (nodeless_dirac hc0 (by norm_num) (by norm_num) (by norm_num [cAu]))
  · exact near (by linarith) (by linarith) (by linarith)
  · exact fun κ hκ => zora_of_dirac hc0 (pos (by linarith))
      (secondShell_dirac hc0 (by norm_num) (by norm_num [cAu]) hκ)
  · exact near (by linarith) (by linarith) (by linarith)
  · exact zora_of_dirac hc0 (pos (by linarith))
      (nodeless_dirac hc0 (by norm_num) (by norm_num) (by norm_num [cAu]))
  · exact near (by linarith) (by linarith) (by linarith)

end

end ZoraHydrogenic
```

```lean
#print axioms ZoraHydrogenic.mercury_dirac
#print axioms ZoraHydrogenic.mercury_zora
```

```
'ZoraHydrogenic.mercury_dirac' depends on axioms: [propext, Classical.choice, Quot.sound]
'ZoraHydrogenic.mercury_zora' depends on axioms: [propext, Classical.choice, Quot.sound]
```

**Q.** Does it show that 1s is the lowest level?

**A.** No. It shows that these energies are levels, not that the list is complete; the spectroscopic names are the usual assignment.

**Q.** And do the two schemes agree when relativity is switched off?

**A.** Yes, by a short expansion that I add here without a formal proof. The ZORA shift is $-E^2/(2c^2+E)$, which vanishes as $c\to\infty$ at fixed $Z$. Both 1s energies then tend to $-Z^2/2$, and the second-shell energies to $-Z^2/8$: −3200 and −800 hartree for $Z=80$.
